# Time-independent polynomial constants of motion in a nonconstant one-dimensional polynomial potential are polynomials in the energy

Let \(K\) be a field of characteristic zero, \(m\in K\) nonzero, \(V\in K[q]\) a nonconstant polynomial, and

\[
H=\frac{p^2}{2m}+V(q).
\]

A polynomial \(f(q,p)\) with coefficients in \(K\) satisfies \(\{f,H\}=0\) if and only if \(f=P(H)\) for some one-variable polynomial \(P\) over \(K\).

For \(K=\mathbb R\) and \(m>0\) this describes a classical particle on a line. The condition on \(V\) says that the force \(-V'\) is not identically zero. In a simulation of one such particle in a polynomial potential, monitoring further time-independent polynomial constants of the exact motion therefore tests no invariant independent of the energy.

```lean
import Mathlib

open Polynomial

namespace PolynomialConstantsOfMotion

noncomputable section

variable {K : Type*} [Field K]
```

## Phase-space polynomials and their bracket

A phase-space polynomial is written by powers of the momentum, \(f=\sum_n f_n(q)\,p^n\). In Lean this is an element of `K[X][X]`: the outer `X` is \(p\), the position \(q\) is `C X`, a function \(a(q)\) is `C a`, and a number \(c\in K\) is `C (C c)`. The ordinary `derivative` is then \(\partial/\partial p\). The position derivative acts on the coefficients,

\[
\frac{\partial f}{\partial q}=\sum_n f_n'(q)\,p^n .
\]

```lean
/-- The derivative with respect to position of a polynomial in `K[q][p]`: the outer variable
is the momentum `p`, and the coefficients are polynomials in the position `q`. -/
def partialQ (f : K[X][X]) : K[X][X] :=
  f.sum fun n a => monomial n (derivative a)
```

The sign convention for the bracket is the one with \(\{q,p\}=1\):

\[
\{f,g\}=\frac{\partial f}{\partial q}\frac{\partial g}{\partial p}-\frac{\partial f}{\partial p}\frac{\partial g}{\partial q}.
\]

```lean
/-- The Poisson bracket `{f, g} = ∂f/∂q ∂g/∂p - ∂f/∂p ∂g/∂q`. -/
def poisson (f g : K[X][X]) : K[X][X] :=
  partialQ f * derivative g - derivative f * partialQ g
```

The Hamiltonian has a quadratic kinetic term with constant mass and a polynomial potential.

```lean
/-- The Hamiltonian `H = p² / (2m) + V(q)`. -/
def hamiltonian (m : K) (V : K[X]) : K[X][X] :=
  C (C (1 / (2 * m))) * X ^ 2 + C V
```

The position derivative must behave as a derivative. Its \(p^n\) coefficient is \(f_n'\), so additivity is immediate. For a product, the \(p^n\) coefficient is \(\sum_{i+j=n}f_ig_j\), and differentiating each term gives

\[
\sum_{i+j=n}(f_i'g_j+f_ig_j'),
\]

which is the Leibniz rule. The proof follows this comparison of coefficients, with `hc` supplying the formula for a single one.

```lean
/-- The position derivative is additive, obeys the Leibniz rule, differentiates functions of
`q`, and annihilates `p`. -/
theorem partialQ_rules :
    (∀ f g : K[X][X], partialQ (f + g) = partialQ f + partialQ g) ∧
    (∀ f g : K[X][X], partialQ (f * g) = partialQ f * g + f * partialQ g) ∧
    (∀ a : K[X], partialQ (C a) = C (derivative a)) ∧
    partialQ (X : K[X][X]) = 0 := by
  have hc : ∀ (f : K[X][X]) (n : ℕ), (partialQ f).coeff n = derivative (f.coeff n) := by
    intro f n
    by_cases h : f.coeff n = 0 <;>
      simp [partialQ, sum_def, finsetSum_coeff, coeff_monomial, h]
  refine ⟨fun f g => ?_, fun f g => ?_, fun a => ?_, ?_⟩
  · refine Polynomial.ext fun n => ?_
    rw [hc, coeff_add, coeff_add, derivative_add, hc, hc]
  · refine Polynomial.ext fun n => ?_
    rw [hc, coeff_mul, derivative_sum, coeff_add, coeff_mul, coeff_mul,
      ← Finset.sum_add_distrib]
    exact Finset.sum_congr rfl fun x _ => by rw [derivative_mul, hc, hc]
  · refine Polynomial.ext fun n => ?_
    rw [hc, coeff_C, coeff_C]
    split_ifs <;> simp
  · refine Polynomial.ext fun n => ?_
    rw [hc, coeff_X]
    split_ifs <;> simp
```

For the Hamiltonian itself,

\[
\frac{\partial H}{\partial q}=V'(q),\qquad \frac{\partial H}{\partial p}=\frac{p+p}{2m}=\frac pm .
\]

```lean
/-- The partial derivatives of the Hamiltonian: `∂H/∂q = V'(q)` and `∂H/∂p = (p + p) / (2m)`. -/
theorem hamiltonian_partials (m : K) (V : K[X]) :
    partialQ (hamiltonian m V) = C (derivative V) ∧
    derivative (hamiltonian m V) = C (C (1 / (2 * m))) * (X + X) := by
  constructor
  · simp only [hamiltonian, partialQ_rules, pow_two, derivative_C, C_0]
    ring
  · simp only [hamiltonian, pow_two, derivative_add, derivative_mul, derivative_C, derivative_X]
    ring
```

Substituting \(f=q\) and \(f=p\) in the bracket gives the right-hand sides of Hamilton's equations,

\[
\{q,H\}=\frac pm,\qquad \{p,H\}=-V'(q).
\]

This confirms the signs and the factor of two. The theorem is purely algebraic: no trajectory or time variable appears, and "conserved" means that the bracket with \(H\) vanishes.

```lean
/-- The brackets of position and momentum with the Hamiltonian: `{q, H} = p / m` and `{p, H} =
-V'(q)`. -/
theorem hamilton_equations [CharZero K] (m : K) (V : K[X]) :
    poisson (C X) (hamiltonian m V) = C (C (1 / m)) * X ∧
    poisson X (hamiltonian m V) = -C (derivative V) := by
  have hm : 1 / m = 1 / (2 * m) + 1 / (2 * m) := by ring
  constructor
  · simp only [poisson, hamiltonian_partials, partialQ_rules, derivative_X, derivative_C, C_1]
    rw [hm, C_add, C_add]
    ring
  · simp only [poisson, hamiltonian_partials, partialQ_rules, derivative_X]
    ring
```

## Dividing out the energy

Put \(s=2m\) and \(M=p^2+sV(q)\), so that \(M=sH\). Since \(M\) has leading coefficient 1 in \(p\), any nonzero \(f\) can be divided by it:

\[
f=Mg+b(q)\,p+a(q).
\]

The quotient \(g\) has lower degree in \(p\) than \(f\). If \(g\ne0\), then \(Mg=f-(bp+a)\) has degree \(\deg_p g+2\), which the remainder, of degree at most one, cannot supply. Hence \(\deg_p f\ge\deg_p g+2\). If \(g=0\), its degree is \(-\infty\) by convention, below that of any nonzero \(f\). The lemma allows any \(W(q)\) in place of \(sV\).

```lean
/-- Division of a nonzero polynomial by `p² + W(q)` leaves a remainder `b(q) p + a(q)` and a
quotient of lower degree in the momentum. -/
theorem exists_division (W : K[X]) (f : K[X][X]) (hf : f ≠ 0) :
    ∃ (g : K[X][X]) (a b : K[X]),
      f = (X ^ 2 + C W) * g + (C b * X + C a) ∧ g.degree < f.degree := by
  obtain ⟨M, hMW⟩ : ∃ M : K[X][X], M = X ^ 2 + C W := ⟨_, rfl⟩
  have hM : M.Monic := by
    rw [hMW]
    exact monic_X_pow_add_C W two_ne_zero
  have hd : M.natDegree = 2 := by
    rw [hMW]
    exact natDegree_X_pow_add_C
  have h1 : M ≠ 1 := by
    intro h
    rw [h, natDegree_one] at hd
    omega
  rw [← hMW]
  obtain ⟨g, r, hdiv, hr⟩ : ∃ g r : K[X][X], r + M * g = f ∧ r.natDegree < M.natDegree := by
    refine ⟨f /ₘ M, f %ₘ M, ?_, natDegree_modByMonic_lt f hM h1⟩
    exact modByMonic_add_div f M
  obtain ⟨b, a, hab⟩ := exists_eq_X_add_C_of_natDegree_le_one
    (show r.natDegree ≤ 1 by omega)
  refine ⟨g, a, b, ?_, ?_⟩
  · rw [← hab, add_comm]
    exact hdiv.symm
  · by_cases hg : g = 0
    · rw [hg, degree_zero]
      exact bot_lt_iff_ne_bot.mpr (fun h => hf (degree_eq_bot.mp h))
    · -- the product `M g = f - r` has degree two more than `g`
      have hmul : M * g = f - r := by linear_combination hdiv
      have h2 := natDegree_sub_le f r
      rw [← hmul, natDegree_mul hM.ne_zero hg, hd] at h2
      rw [hd] at hr
      apply degree_lt_degree
      rcases le_max_iff.mp h2 with h3 | h3 <;> omega
```

The bracket will produce the equation \(bV'+2b'V=0\) for the coefficient \(b\). Multiplying it by \(b\) gives

\[
b^2V'+2bb'V=(b^2V)'=0 .
\]

In characteristic zero a polynomial with zero derivative is constant, so \(b^2V\) is constant. If \(b\) were nonzero, then \(2\deg b+\deg V=0\), which would make \(V\) constant. Therefore \(b=0\). The hypothesis `hV` expresses nonconstancy by saying that \(V\) differs from every constant polynomial `C c`.

```lean
/-- For a nonconstant potential, the equation `b V' + 2 b' V = 0` has only the polynomial
solution `b = 0`. -/
theorem odd_part_vanishes [CharZero K] {V b : K[X]} (hV : ∀ c : K, V ≠ C c)
    (h : b * derivative V + (derivative b + derivative b) * V = 0) : b = 0 := by
  by_contra hb
  have hV0 : V ≠ 0 := fun h0 => hV 0 (by rw [h0, C_0])
  -- the equation times `b` says that `b² V` has zero derivative
  have hder : derivative (b * b * V) = 0 := by
    rw [derivative_mul, derivative_mul]
    linear_combination b * h
  have hdeg := derivative_eq_zero.mp hder
  rw [natDegree_mul (mul_ne_zero hb hb) hV0] at hdeg
  exact hV _ (eq_C_of_natDegree_eq_zero (by omega))
```

Now suppose that \(f=Mg+bp+a\) is conserved. Because \(\{M,H\}=s\{H,H\}=0\), the Leibniz rule gives

\[
0=M\{g,H\}+(b'p+a')\frac pm-bV'.
\]

Multiply by \(s=2m\):

\[
0=sM\{g,H\}+2b'p^2+2a'p-s\,bV'.
\]

Replace \(p^2\) by \(M-sV\) and collect the multiples of \(M\):

\[
M\bigl(s\{g,H\}+2b'\bigr)=-2a'p+s\,(bV'+2b'V).
\]

The left side is either zero or of degree at least two in \(p\), while the right side has degree at most one. Both sides vanish, and therefore

\[
s\{g,H\}+2b'=0,\qquad a'=0,\qquad bV'+2b'V=0.
\]

The last equation forces \(b=0\), and the first then gives \(\{g,H\}=0\).

In the code, `hE` is the collected identity, verified by `linear_combination` from the conservation hypothesis and \(s\cdot\frac1{2m}=1\). The degree argument gives `hQ`, and the coefficients of \(p^1\) and \(p^0\) give `hu` and `hv`.

```lean
/-- If `(p² + sV) g + b(q) p + a(q)` is conserved, where `s = 2m` and `V` is nonconstant, then
`a' = 0`, `b = 0`, and `g` is conserved. -/
theorem conserved_reduction [CharZero K] {m s : K} (hs : s * (1 / (2 * m)) = 1)
    {V : K[X]} (hV : ∀ c : K, V ≠ C c) (g : K[X][X]) (a b : K[X])
    (h : poisson ((X ^ 2 + C (C s * V)) * g + (C b * X + C a)) (hamiltonian m V) = 0) :
    derivative a = 0 ∧ b = 0 ∧ poisson g (hamiltonian m V) = 0 := by
  have hs' : C (C s) * C (C (1 / (2 * m))) = (1 : K[X][X]) := by
    rw [← C_mul, ← C_mul, hs, C_1, C_1]
  have hs0 : s ≠ 0 := by
    rintro rfl
    simp at hs
  -- collect the multiples of `p² + sV` on one side
  have hE : (X ^ 2 + C (C s * V)) *
      (C (C s) * poisson g (hamiltonian m V) + (C (derivative b) + C (derivative b))) =
      C (-(derivative a + derivative a)) * X +
        C (C s * (b * derivative V + (derivative b + derivative b) * V)) := by
    simp only [poisson, hamiltonian_partials, partialQ_rules, pow_two, derivative_add,
      derivative_mul, derivative_X, derivative_C, C_add, C_mul, C_neg, C_0] at h ⊢
    linear_combination C (C s) * h - (2 * C (C s) * X * g * C (derivative V)
      + 2 * C (derivative b) * X ^ 2 + 2 * C (derivative a) * X) * hs'
  -- the right side has degree below two in `p`, so both sides vanish
  have hQ : C (C s) * poisson g (hamiltonian m V)
      + (C (derivative b) + C (derivative b)) = 0 := by
    by_contra hne
    have hM : (X ^ 2 + C (C s * V) : K[X][X]).Monic := monic_X_pow_add_C _ two_ne_zero
    have hd : (X ^ 2 + C (C s * V) : K[X][X]).natDegree = 2 := natDegree_X_pow_add_C
    have h2 := congrArg natDegree hE
    rw [natDegree_mul hM.ne_zero hne, hd] at h2
    have h3 := natDegree_linear_le (a := -(derivative a + derivative a))
      (b := C s * (b * derivative V + (derivative b + derivative b) * V))
    omega
  rw [hQ, mul_zero] at hE
  have hu : -(derivative a + derivative a) = 0 := by
    have h1 := congrArg (fun r : K[X][X] => r.coeff 1) hE
    simp only [coeff_zero, coeff_add, coeff_C_mul, coeff_X_one, coeff_C, one_ne_zero,
      if_false, mul_one, add_zero] at h1
    exact h1.symm
  have hv : C s * (b * derivative V + (derivative b + derivative b) * V) = 0 := by
    have h1 := congrArg (fun r : K[X][X] => r.coeff 0) hE
    simp only [coeff_zero, coeff_add, coeff_C_mul, coeff_X_zero, coeff_C_zero,
      mul_zero, zero_add] at h1
    exact h1.symm
  have hb : b = 0 :=
    odd_part_vanishes hV ((mul_eq_zero.mp hv).resolve_left (C_ne_zero.mpr hs0))
  refine ⟨?_, hb, ?_⟩
  · have h2 : (2 : K[X]) * derivative a = 0 := by linear_combination -hu
    exact (mul_eq_zero.mp h2).resolve_left two_ne_zero
  · rw [hb, derivative_zero, C_0] at hQ
    linear_combination C (C (1 / (2 * m))) * hQ - poisson g (hamiltonian m V) * hs'
```

## Induction on the momentum degree

The quotient \(g\) is conserved and has lower degree in \(p\), so by induction \(g=P(H)\). Since \(a'=0\), the remainder is a constant \(a_0\), and

\[
f=Mg+a_0=2m\,H\,P(H)+a_0 ,
\]

which is a polynomial in \(H\). The induction starts at \(f=0\), where \(P=0\) serves.

Conversely, constants commute with \(H\), sums of conserved polynomials are conserved, and for \(c\in K\)

\[
\{cH^{n+1},H\}=\{cH^n,H\}\,H+cH^n\{H,H\}=\{cH^n,H\}\,H .
\]

Conservation thus passes from each power of \(H\) to the next, and so to every \(P(H)\).

In the theorem, `aeval (hamiltonian m V) P` is \(P(H)\). The auxiliary statement `key` carries the induction, and its witness `C s * X * P + C (a.coeff 0)` is the polynomial \(s\,x\,P(x)+a_0\) found above.

```lean
/-- For `m ≠ 0` and a nonconstant potential, a polynomial on phase space Poisson-commutes with
`H = p² / (2m) + V(q)` if and only if it is a polynomial in `H`. -/
theorem conserved_iff_polynomial_in_energy [CharZero K] {m : K} (hm : m ≠ 0) {V : K[X]}
    (hV : ∀ c : K, V ≠ C c) (f : K[X][X]) :
    poisson f (hamiltonian m V) = 0 ↔ ∃ P : K[X], f = aeval (hamiltonian m V) P := by
  have e1 : ∀ c : K, aeval (hamiltonian m V) (C c) = C (C c) := fun c => by
    rw [aeval_C]; rfl
  constructor
  · obtain ⟨s, hs⟩ : ∃ s : K, s * (1 / (2 * m)) = 1 :=
      ⟨2 * m, mul_one_div_cancel (mul_ne_zero two_ne_zero hm)⟩
    have hs' : C (C s) * C (C (1 / (2 * m))) = (1 : K[X][X]) := by
      rw [← C_mul, ← C_mul, hs, C_1, C_1]
    -- induction on the degree in the momentum
    have key : ∀ d : WithBot ℕ, ∀ f : K[X][X], f.degree = d →
        poisson f (hamiltonian m V) = 0 → ∃ P : K[X], f = aeval (hamiltonian m V) P := by
      intro d
      induction d using WellFoundedLT.induction
      rename_i d ih
      intro f hd hf
      by_cases h0 : f = 0
      · exact ⟨0, by rw [h0, map_zero]⟩
      obtain ⟨g, a, b, hfg, hlt⟩ := exists_division (C s * V) f h0
      rw [hfg] at hf
      obtain ⟨ha, hb, hg⟩ := conserved_reduction hs hV g a b hf
      obtain ⟨P, hP⟩ := ih g.degree (by rw [← hd]; exact hlt) g rfl hg
      have hac := eq_C_of_natDegree_eq_zero (derivative_eq_zero.mp ha)
      refine ⟨C s * X * P + C (a.coeff 0), ?_⟩
      rw [map_add, map_mul, map_mul, aeval_X, e1, e1, ← hP, ← hac, hfg, hb]
      simp only [hamiltonian, C_mul, C_0]
      linear_combination (-(X ^ 2 * g)) * hs'
    exact key f.degree f rfl
  · -- the Leibniz rule, one power of `H` at a time
    rintro ⟨P, rfl⟩
    refine Polynomial.induction_on P ?_ ?_ ?_
    · intro c
      rw [e1]
      simp only [poisson, partialQ_rules, derivative_C, C_0, zero_mul, sub_zero]
    · intro p q hp hq
      rw [map_add]
      simp only [poisson, partialQ_rules, derivative_add] at hp hq ⊢
      linear_combination hp + hq
    · intro n c h
      rw [pow_succ, ← mul_assoc, map_mul, aeval_X]
      simp only [poisson, partialQ_rules, derivative_mul] at h ⊢
      linear_combination hamiltonian m V * h
```

The result concerns one degree of freedom and polynomials without explicit time dependence. The class of observables matters. With smooth functions on the real phase plane instead of polynomials, the corresponding equivalence would fail for a double well: a smooth bump in the energy, supported strictly between the minimum of one well and the top of the barrier, can be kept in that well and set to zero elsewhere. It is constant along every trajectory, yet in a symmetric double well it takes different values at equal energies. That example belongs to analysis and plays no part in the algebraic proof.

## Momentum reversal and the free particle

The momentum enters \(H\) only through \(p^2\), so \(H(q,-p)=H(q,p)\), and the same holds for every \(P(H)\). In Lean, `.comp (-X)` substitutes \(-p\) for \(p\). The proof first treats \(H\), then constants, sums and successive powers.

```lean
/-- Every polynomial in `H` is unchanged by the reversal `p ↦ -p`. -/
theorem energy_polynomial_even (m : K) (V P : K[X]) :
    (aeval (hamiltonian m V) P).comp (-X) = aeval (hamiltonian m V) P := by
  have hH : (hamiltonian m V).comp (-X) = hamiltonian m V := by
    simp only [hamiltonian, add_comp, mul_comp, C_comp, pow_comp, X_comp]
    ring1
  refine Polynomial.induction_on P ?_ ?_ ?_
  · intro c
    have e1 : aeval (hamiltonian m V) (C c) = C (C c) := by
      rw [aeval_C]; rfl
    rw [e1, C_comp]
  · intro p q hp hq
    rw [map_add, add_comp, hp, hq]
  · intro n c h
    rw [pow_succ, ← mul_assoc, map_mul, aeval_X, mul_comp, h, hH]
```

Combined with the main theorem, this shows that every polynomial constant of motion in a nonconstant potential is even in the momentum:

\[
\{f,H\}=0\quad\Longrightarrow\quad f(q,-p)=f(q,p).
\]

```lean
/-- For `m ≠ 0` and a nonconstant potential, every polynomial constant of motion is unchanged
by the reversal `p ↦ -p`. -/
theorem conserved_even_in_momentum [CharZero K] {m : K} (hm : m ≠ 0) {V : K[X]}
    (hV : ∀ c : K, V ≠ C c) {f : K[X][X]} (hf : poisson f (hamiltonian m V) = 0) :
    f.comp (-X) = f := by
  obtain ⟨P, rfl⟩ := (conserved_iff_polynomial_in_energy hm hV f).mp hf
  exact energy_polynomial_even m V P
```

Without the condition on \(V\) the equivalence fails. For a free particle, \(V=c\) is constant and \(\{p,H\}=-V'=0\), so the momentum is conserved. If \(p\) were equal to some \(P(H)\), it would be even under reversal, giving \(p=-p\) and hence \(2p=0\), which is false in characteristic zero.

```lean
/-- In a constant potential the momentum is conserved, but it is not a polynomial in `H`. -/
theorem free_particle_momentum [CharZero K] (m c : K) :
    poisson X (hamiltonian m (C c)) = 0 ∧
    ¬ ∃ P : K[X], (X : K[X][X]) = aeval (hamiltonian m (C c)) P := by
  constructor
  · rw [(hamilton_equations m (C c)).2, derivative_C, C_0, neg_zero]
  · rintro ⟨P, hP⟩
    have h := energy_polynomial_even m (C c) P
    rw [← hP, X_comp] at h
    -- `p` would equal `-p`
    have h2 : (2 : K[X][X]) * X = 0 := by linear_combination -h
    exact (mul_ne_zero two_ne_zero X_ne_zero) h2

end

end PolynomialConstantsOfMotion
```

```lean
#print axioms PolynomialConstantsOfMotion.conserved_iff_polynomial_in_energy
#print axioms PolynomialConstantsOfMotion.conserved_even_in_momentum
#print axioms PolynomialConstantsOfMotion.free_particle_momentum
```

```
'PolynomialConstantsOfMotion.conserved_iff_polynomial_in_energy' depends on axioms: [propext, Classical.choice, Quot.sound]
'PolynomialConstantsOfMotion.conserved_even_in_momentum' depends on axioms: [propext, Classical.choice, Quot.sound]
'PolynomialConstantsOfMotion.free_particle_momentum' depends on axioms: [propext, Classical.choice, Quot.sound]
```
